# The macroscopic dielectric function from the response without the long-range Coulomb part

Take a system whose density response has a single component, so that every matrix is a number. Let $P$ be its irreducible polarizability, and let the interaction be a sum $v=\bar v+v_0$ of a short-range part $\bar v$ and a long-range part $v_0$. The response $\bar\chi$ to $\bar v$ alone and the full response $\chi$ solve $\bar\chi=P+P\bar v\bar\chi$ and $\chi=P+Pv\chi$. If the denominators are nonzero,

$$\bar\chi=\frac{P}{1-P\bar v},\qquad \chi=\frac{P}{1-P\bar v-Pv_0},$$

and therefore

$$1+v_0\chi=\frac{1-P\bar v}{1-P\bar v-Pv_0},\qquad 1-v_0\bar\chi=\frac{1-P\bar v-Pv_0}{1-P\bar v}.$$

The product of the two is 1. Behind this lies the relation $\chi=\bar\chi+\bar\chi v_0\chi$: the long-range part can be switched on after the short-range part has been dealt with. For matrices the same relation holds, and it reduces to one between numbers if the long-range part acts in a single channel $e$, that is, if $v=\bar v+v_0\,ee^\dagger$.

If both responses exist, $e$ is normalised and $e^\dagger\bar v=0$, the macroscopic dielectric function is $1-v_0\,e^\dagger\bar\chi e$. For a given $P$ in a finite basis, at one wavevector and one frequency, it can then be read from $\bar\chi$, as is done in optical calculations with the Bethe–Salpeter equation (BSE). With a single component the last condition leaves only $\bar v=0$, so a short-range part matters here only when there are several components.

## Matrices, channel and interaction

```lean
import Mathlib

open Matrix

namespace MacroscopicDielectric

noncomputable section

variable {n : Type*} [Fintype n] [DecidableEq n]
```

The index type `n` labels the basis functions, for example the reciprocal-lattice vectors $G$ of a plane-wave expansion. It is finite and otherwise arbitrary. All matrices below have type `Matrix n n ℂ`: they are square and complex, and no Hermiticity is assumed.

```lean
/-- The response matrix `χ` solves the Dyson equation `χ = P + P v χ` with irreducible
polarizability `P` and interaction `v`. -/
def IsDyson (P v χ : Matrix n n ℂ) : Prop := χ = P + P * v * χ
```

`IsDyson P v χ` is the statement $\chi=P+Pv\chi$. It is a property that a given matrix `χ` may or may not have, so a solution is not presupposed. The polarizability $P$ is also simply given. In the BSE it would come from a two-particle equation with the screened electron–hole attraction, which is not modelled here.

```lean
/-- The matrix `e e†` of the long-range channel `e`. -/
def dyad (e : n → ℂ) : Matrix n n ℂ := vecMulVec e (star e)
```

`dyad e` is the matrix $ee^\dagger$ with entries $e_i e_j^*$. The function `star` is complex conjugation of the components.

```lean
/-- The head `e† A e` of a matrix `A` in the channel `e`. -/
def head (e : n → ℂ) (A : Matrix n n ℂ) : ℂ := star e ⬝ᵥ (A *ᵥ e)
```

`head e A` is the number $e^\dagger Ae$. The symbol `*ᵥ` applies a matrix to a vector, and `⬝ᵥ` sums products of components without conjugating, which is why `star e` is written out. If $e$ is the unit vector of the component $G=0$, the head is the matrix element $A_{00}$.

```lean
/-- The full interaction `v = v̄ + v₀ e e†`: a short-range part and a long-range part. -/
def fullKernel (vb : Matrix n n ℂ) (v₀ : ℂ) (e : n → ℂ) : Matrix n n ℂ :=
  vb + v₀ • dyad e
```

This is $v=\bar v+v_0\,ee^\dagger$, with `vb` for $\bar v$ and `•` for multiplication by a number. In a crystal, $v_0$ stands for the Coulomb term at $G=0$, which diverges as the wavevector goes to zero. Here it is a fixed complex number, and that limit is not taken.

```lean
/-- The macroscopic dielectric function, the reciprocal of the head of the inverse of the
dielectric matrix `1 - v P`; it is meant for invertible `1 - v P` and nonzero head. -/
def macroscopicDielectric (P v : Matrix n n ℂ) (e : n → ℂ) : ℂ :=
  (head e (1 - v * P)⁻¹)⁻¹
```

The dielectric matrix is $1-vP$, and the macroscopic dielectric function is

$$\varepsilon_M=\frac{1}{e^\dagger(1-vP)^{-1}e}.$$

Lean assigns a value to this expression even where an inverse doesn't exist; under the hypotheses of the theorem on $\varepsilon_M$ below, both inverses are genuine.

## How the channel splits a product

```lean
omit [DecidableEq n] in
/-- The matrix `e e†` sends a vector `w` to `(e† w) e`. -/
theorem dyad_mulVec (e w : n → ℂ) : dyad e *ᵥ w = (star e ⬝ᵥ w) • e := by
  ext i
  simp only [dyad, mulVec, dotProduct, vecMulVec_apply, Pi.smul_apply, smul_eq_mul,
    Finset.sum_mul]
  exact Finset.sum_congr rfl fun j _ => by ring
```

By hand, $(ee^\dagger)w=(e^\dagger w)\,e$. The proof compares the components: both sides have the $i$-th component $\sum_j e_ie_j^*w_j$.

```lean
omit [DecidableEq n] in
/-- The head of `A e e† B` is the product of the heads of `A` and `B`. -/
theorem head_mul_dyad_mul (e : n → ℂ) (A B : Matrix n n ℂ) :
    head e (A * dyad e * B) = head e A * head e B := by
  unfold head
  rw [← mulVec_mulVec, ← mulVec_mulVec, dyad_mulVec, mulVec_smul, dotProduct_smul,
    smul_eq_mul, mul_comm]
```

Placing $ee^\dagger$ between two matrices splits the head:

$$e^\dagger A\,(ee^\dagger)\,Be=(e^\dagger Ae)(e^\dagger Be).$$

The rewriting applies the three matrices to $e$ one after another, uses the previous lemma for the middle one and takes the resulting number out of the scalar product.

## From one interaction to another

```lean
/-- Two responses with the same polarizability and different interactions are linked by
`χ = χ̄ + χ̄ (v - v̄) χ`. -/
theorem dyson_between {P vb v χb χ : Matrix n n ℂ} (hu : IsUnit (1 - P * vb))
    (hb : IsDyson P vb χb) (hχ : IsDyson P v χ) :
    χ = χb + χb * (v - vb) * χ := by
  unfold IsDyson at hb hχ
  have h1 : (1 - P * vb) * χb = P := by
    linear_combination (norm := noncomm_ring) hb
  have h2 : (1 - P * vb) * χ = P + P * (v - vb) * χ := by
    linear_combination (norm := noncomm_ring) hχ
  -- both sides agree after multiplication by the invertible matrix `1 - P v̄`
  apply hu.mul_left_cancel
  calc (1 - P * vb) * χ = P + P * (v - vb) * χ := h2
    _ = (1 - P * vb) * χb + (1 - P * vb) * χb * (v - vb) * χ := by rw [h1]
    _ = (1 - P * vb) * (χb + χb * (v - vb) * χ) := by simp only [mul_add, mul_assoc]
```

The braces hold objects that Lean infers from the context, and the parentheses hold the hypotheses: `hu` says that $1-P\bar v$ is invertible, and `hb` and `hχ` are the two Dyson equations. The interactions $v$ and $\bar v$ are arbitrary at this point.

The first Dyson equation gives `h1`, which is $(1-P\bar v)\bar\chi=P$. Subtracting $P\bar v\chi$ from both sides of the second gives `h2`:

$$(1-P\bar v)\chi=P+P(v-\bar v)\chi.$$

Now replace each $P$ on the right by $(1-P\bar v)\bar\chi$:

$$(1-P\bar v)\chi=(1-P\bar v)\bigl[\bar\chi+\bar\chi(v-\bar v)\chi\bigr].$$

Cancelling the invertible factor leaves $\chi=\bar\chi+\bar\chi(v-\bar v)\chi$. In the code, `linear_combination` with `noncomm_ring` checks the rearrangements without letting matrices commute, and `hu.mul_left_cancel` is the cancellation.

The hypothesis `hu` stands for the absence of a self-sustained mode of the short-range interaction alone. It costs nothing extra, since the Dyson equation for $\bar\chi$ gives $(1-P\bar v)(1+\bar\chi\bar v)=1$.

## The product formula

```lean
/-- The heads of the full response `χ` and of the response `χ̄` without the long-range part
satisfy `(1 + v₀ e†χe)(1 - v₀ e†χ̄e) = 1`. -/
theorem macroscopic_formula {P vb χb χ : Matrix n n ℂ} {v₀ : ℂ} {e : n → ℂ}
    (hu : IsUnit (1 - P * vb)) (hb : IsDyson P vb χb)
    (hχ : IsDyson P (fullKernel vb v₀ e) χ) :
    (1 + v₀ * head e χ) * (1 - v₀ * head e χb) = 1 := by
  have h : χ = χb + v₀ • (χb * dyad e * χ) := by
    have h' := dyson_between hu hb hχ
    rwa [fullKernel, add_sub_cancel_left, mul_smul_comm, smul_mul_assoc] at h'
  -- the matrix relation becomes a scalar one for the heads
  have hs : head e χ = head e χb + v₀ * (head e χb * head e χ) := by
    rw [← head_mul_dyad_mul]
    have h' := congrArg (head e) h
    rw [h']
    simp only [head, add_mulVec, smul_mulVec, dotProduct_add, dotProduct_smul, smul_eq_mul]
  linear_combination v₀ * hs
```

The theorem states $(1+v_0\,e^\dagger\chi e)(1-v_0\,e^\dagger\bar\chi e)=1$. The vector $e$ need not be normalised, and $\bar v$ may act on it.

With $v-\bar v=v_0\,ee^\dagger$, the previous theorem becomes `h`:

$$\chi=\bar\chi+v_0\,\bar\chi\,ee^\dagger\chi.$$

Write $a=e^\dagger\chi e$ and $b=e^\dagger\bar\chi e$. Taking heads on both sides and splitting the last term gives `hs`, the scalar equation $a=b+v_0ba$. Then

$$(1+v_0a)(1-v_0b)=1+v_0(a-b-v_0ab)=1.$$

The last line of the proof is this calculation: $v_0$ times `hs` accounts for the whole difference between the two sides.

The same argument gives a neighbouring relation for the full density profile. Applying `h` to $e$ yields $\chi e=(1+v_0a)\,\bar\chi e$, hence

$$\chi e=\frac{\bar\chi e}{1-v_0\,e^\dagger\bar\chi e}.$$

The long-range part rescales the density induced by a perturbation along $e$ and leaves its shape unchanged.

## The dielectric function itself

```lean
/-- The inverse of the dielectric matrix `1 - v P` is `1 + v χ`. -/
theorem inverse_dielectric {P v χ : Matrix n n ℂ} (hχ : IsDyson P v χ) :
    (1 - v * P)⁻¹ = 1 + v * χ := by
  unfold IsDyson at hχ
  apply Matrix.inv_eq_right_inv
  linear_combination (norm := noncomm_ring) v * hχ
```

Multiplying out,

$$(1-vP)(1+v\chi)=1+v(\chi-P-Pv\chi)=1,$$

because the bracket vanishes by the Dyson equation. For finite square matrices a right inverse is the inverse, which is what `Matrix.inv_eq_right_inv` supplies. A solution $\chi$ thus guarantees that the dielectric matrix is invertible.

```lean
/-- For a normalised channel `e` with `e† v̄ = 0`, and responses `χ̄` and `χ` that solve their Dyson
equations, the macroscopic dielectric function equals `1 - v₀ e†χ̄e`. -/
theorem macroscopicDielectric_eq {P vb χb χ : Matrix n n ℂ} {v₀ : ℂ} {e : n → ℂ}
    (he : star e ⬝ᵥ e = 1) (hv : star e ᵥ* vb = 0)
    (hu : IsUnit (1 - P * vb)) (hb : IsDyson P vb χb)
    (hχ : IsDyson P (fullKernel vb v₀ e) χ) :
    macroscopicDielectric P (fullKernel vb v₀ e) e = 1 - v₀ * head e χb := by
  have hh : head e (1 + fullKernel vb v₀ e * χ) = 1 + v₀ * head e χ := by
    unfold head fullKernel
    rw [add_mulVec, one_mulVec, dotProduct_add, he, ← mulVec_mulVec, add_mulVec,
      dotProduct_add, Matrix.dotProduct_mulVec (star e) vb, hv, zero_dotProduct,
      smul_mulVec, dyad_mulVec, dotProduct_smul, dotProduct_smul, he]
    simp only [smul_eq_mul, mul_one, zero_add]
  rw [macroscopicDielectric, inverse_dielectric hχ, hh]
  exact inv_eq_of_mul_eq_one_right (macroscopic_formula hu hb hχ)
```

Two hypotheses are new. `he` is the normalisation $e^\dagger e=1$. `hv` is $e^\dagger\bar v=0$, with `ᵥ*` for a row vector times a matrix: the potential produced by the short-range interaction has no component along the long-range channel. If $e$ is the unit vector of the component $G=0$, a Coulomb matrix that is diagonal in plane waves, with its $G=0$ element set to zero, satisfies this.

The head of the inverse dielectric matrix is then

$$e^\dagger(1+v\chi)e=e^\dagger e+e^\dagger\bar v\chi e+v_0(e^\dagger e)(e^\dagger\chi e)=1+v_0\,e^\dagger\chi e.$$

This is `hh`. By the product formula its reciprocal is $1-v_0\,e^\dagger\bar\chi e$, so

$$\varepsilon_M=1-v_0\,e^\dagger\bar\chi e.$$

In the limiting case $\bar v=0$ the short-range response is $\bar\chi=P$, and the formula becomes $\varepsilon_M=1-v_0\,e^\dagger Pe$, the expression without local fields.

## When the full response exists

```lean
/-- The Dyson equation with the full interaction has a solution exactly when
`1 - v₀ e†χ̄e` is nonzero. -/
theorem full_response_exists_iff {P vb χb : Matrix n n ℂ} {v₀ : ℂ} {e : n → ℂ}
    (hu : IsUnit (1 - P * vb)) (hb : IsDyson P vb χb) :
    (∃ χ, IsDyson P (fullKernel vb v₀ e) χ) ↔ 1 - v₀ * head e χb ≠ 0 := by
  constructor
  · rintro ⟨χ, hχ⟩ h0
    have h := macroscopic_formula hu hb hχ
    rw [h0, mul_zero] at h
    exact zero_ne_one h
  · intro hne
    obtain ⟨c, hc⟩ : ∃ c : ℂ, c = v₀ + v₀ * c * head e χb :=
      ⟨v₀ / (1 - v₀ * head e χb), by
        linear_combination div_mul_cancel₀ v₀ hne⟩
    have hE : dyad e * χb * dyad e = head e χb • dyad e := by
      rw [mul_assoc]
      conv_lhs => rw [dyad, mul_vecMulVec, mul_vecMulVec, ← dyad, dyad_mulVec]
      ext i j
      simp [dyad, head, vecMulVec_apply, mul_assoc]
    have hP : P * vb * χb = χb - P := by
      unfold IsDyson at hb
      linear_combination (norm := noncomm_ring) -hb
    -- the long-range part adds a rank-one correction to `χ̄`
    refine ⟨χb + c • (χb * dyad e * χb), ?_⟩
    have hx : P * (vb + v₀ • dyad e) * (χb + c • (χb * dyad e * χb)) =
        P * vb * χb + c • (P * vb * χb * dyad e * χb) + v₀ • (P * dyad e * χb)
          + (v₀ * c) • (P * (dyad e * χb * dyad e) * χb) := by
      simp only [mul_add, add_mul, smul_mul_assoc, mul_smul_comm, mul_assoc]
      module
    unfold IsDyson fullKernel
    rw [hx, hE, hP]
    simp only [sub_mul, mul_smul_comm, smul_mul_assoc]
    linear_combination (norm := module) hc • (P * dyad e * χb)
```

The theorems so far took $\chi$ as given. This one says that, if the short-range response $\bar\chi$ exists, such a $\chi$ exists exactly when $1-v_0b\neq0$, again with $b=e^\dagger\bar\chi e$. Under the conditions `he` and `hv` above, $1-v_0b$ is the macroscopic dielectric function wherever $\chi$ exists, and the vanishing of this expression is the condition for a longitudinal collective mode.

If $\chi$ exists and $1-v_0b$ were zero, the product formula would read $0=1$. This is the first half of the proof.

For the converse, set $c=v_0/(1-v_0b)$, which satisfies $c=v_0+v_0cb$, and try

$$\chi=\bar\chi+c\,\bar\chi D\bar\chi,\qquad D=ee^\dagger.$$

Two facts are needed: $D\bar\chi D=bD$ (`hE`) and $P\bar v\bar\chi=\bar\chi-P$ (`hP`). Expanding the product, as `hx` does, and inserting them gives

$$\begin{aligned}
P+P(\bar v+v_0D)\chi
&=P+P\bar v\bar\chi+cP\bar v\bar\chi D\bar\chi+v_0PD\bar\chi+v_0cP(D\bar\chi D)\bar\chi\\
&=\bar\chi+c\,\bar\chi D\bar\chi+(v_0+v_0cb-c)\,PD\bar\chi .
\end{aligned}$$

The last bracket is zero by the choice of $c$, so the right-hand side is $\chi$. The final `linear_combination` uses `hc`, the equation for $c$, in the same way.

## Two plane waves with local fields

```lean
/-- The polarizability of a model with two plane-wave components. -/
def modelP : Matrix (Fin 2) (Fin 2) ℂ := !![-1, 1; 1, -2]
```

The model has two components, and its polarizability is

$$P=\begin{pmatrix}-1&1\\1&-2\end{pmatrix}.$$

The off-diagonal elements couple the long-range component to the other one. The numbers are chosen for easy arithmetic and describe no particular material.

```lean
/-- The short-range interaction of the model, acting on the second component only. -/
def modelVb : Matrix (Fin 2) (Fin 2) ℂ := !![0, 0; 0, 1]
```

The short-range interaction is $\bar v=\mathrm{diag}(0,1)$. It vanishes on the first component, which will be the long-range channel.

```lean
/-- The two-component model with `v₀ = 1` and explicit responses satisfies the invertibility
condition and both Dyson equations. -/
theorem macroscopic_formula_witness :
    IsUnit (1 - modelP * modelVb) ∧
    IsDyson modelP modelVb !![-2/3, 1/3; 1/3, -2/3] ∧
    IsDyson modelP (fullKernel modelVb 1 ![1, 0]) !![-2/5, 1/5; 1/5, -3/5] := by
  refine ⟨?_, ?_, ?_⟩
  · rw [Matrix.isUnit_iff_isUnit_det, isUnit_iff_ne_zero, Matrix.det_fin_two]
    norm_num [modelP, modelVb, Matrix.mul_apply, Fin.sum_univ_succ]
  · unfold IsDyson
    ext i j
    fin_cases i <;> fin_cases j <;>
      norm_num [modelP, modelVb, Matrix.mul_apply, Fin.sum_univ_succ]
  · -- the full interaction of the model is the unit matrix
    have hk : fullKernel modelVb 1 ![1, 0] = !![1, 0; 0, 1] := by
      ext i j
      simp only [fullKernel, dyad, Matrix.add_apply, Matrix.smul_apply, vecMulVec_apply,
        Pi.star_apply]
      fin_cases i <;> fin_cases j <;> simp [modelVb]
    unfold IsDyson
    rw [hk]
    ext i j
    fin_cases i <;> fin_cases j <;>
      norm_num [modelP, Matrix.mul_apply, Fin.sum_univ_succ]
```

With $e=(1,0)$, written `![1, 0]`, and $v_0=1$, the full interaction is the unit matrix. The theorem confirms that $1-P\bar v$ is invertible (its determinant is 3) and that

$$\bar\chi=\begin{pmatrix}-\tfrac23&\tfrac13\\[2pt]\tfrac13&-\tfrac23\end{pmatrix},\qquad
\chi=\begin{pmatrix}-\tfrac25&\tfrac15\\[2pt]\tfrac15&-\tfrac35\end{pmatrix}$$

solve their Dyson equations. The proof goes through the four matrix elements with `fin_cases` and does the arithmetic with `norm_num`. The product formula then reads $(1-\tfrac25)(1+\tfrac23)=\tfrac35\cdot\tfrac53=1$.

```lean
/-- In the two-component model the macroscopic dielectric function is `5/3`, while
`1 - v₀ e†Pe` with `v₀ = 1` is `2`. -/
theorem model_local_fields :
    macroscopicDielectric modelP (fullKernel modelVb 1 ![1, 0]) ![1, 0] = 5 / 3 ∧
    1 - 1 * head ![1, 0] modelP = 2 := by
  obtain ⟨hu, hb, hχ⟩ := macroscopic_formula_witness
  constructor
  · rw [macroscopicDielectric_eq ?_ ?_ hu hb hχ]
    · norm_num [head, mulVec, dotProduct, Fin.sum_univ_succ]
    · simp [dotProduct, Fin.sum_univ_succ]
    · ext j
      fin_cases j <;> simp [modelVb, vecMul, dotProduct, Fin.sum_univ_succ]
  · norm_num [head, modelP, mulVec, dotProduct, Fin.sum_univ_succ]

end

end MacroscopicDielectric
```

The channel is normalised and $e^\dagger\bar v=0$, so the formula for the dielectric function applies and gives $\varepsilon_M=1+\tfrac23=\tfrac53$. Using $P$ in place of $\bar\chi$ gives $1-v_0\,e^\dagger Pe=2$. The difference is the local-field effect in this model: the second component responds through $\bar v$ and reduces the macroscopic screening.

```lean
#print axioms MacroscopicDielectric.macroscopicDielectric_eq
#print axioms MacroscopicDielectric.full_response_exists_iff
#print axioms MacroscopicDielectric.model_local_fields
```

```
'MacroscopicDielectric.macroscopicDielectric_eq' depends on axioms: [propext, Classical.choice, Quot.sound]
'MacroscopicDielectric.full_response_exists_iff' depends on axioms: [propext, Classical.choice, Quot.sound]
'MacroscopicDielectric.model_local_fields' depends on axioms: [propext, Classical.choice, Quot.sound]
```
